# Spatial natural occupations are majorized by those of a high-spin determinant with the same spin populations

Put two spin-up electrons and one spin-down electron into two spatial orbitals. The spin-up density matrix $D_a$ has two eigenvalues between 0 and 1 that sum to 2, so $D_a=1$. The spin-down matrix $D_b$ has eigenvalues $p$ and $1-p$ with $0\le p\le 1$. The spatial density matrix $D_a+D_b$ therefore has occupations $1+p$ and $2-p$.

Neither occupation exceeds 2, because an orbital holds at most one electron of each spin. Together they make 3 and not 4, because there is only one spin-down electron. The Pauli bound limits the single orbital, and the electron count limits the pair.

The same two bounds work in any finite orthonormal basis. If $D_a$ and $D_b$ satisfy $0\le D\le 1$ and have natural-number traces $N_a$ and $N_b$, then any $k$ orthonormal spatial orbitals hold at most
$$\min(k,N_a)+\min(k,N_b)$$
electrons. For $N_b\le N_a$ this is the sum of the first $k$ entries of the list with $N_b$ twos, then $N_a-N_b$ ones, then zeros. These are the spatial occupations of a high-spin restricted open-shell determinant, whose $N_b$ spin-down orbitals are all among its $N_a$ spin-up orbitals. In the high-spin component of a multiplet with total spin $S$, the number of ones is $N_a-N_b=2S$.

## Density matrices, orbitals and occupations

The type `n` labels the basis functions and `κ` labels the chosen orbitals, so $k$ is the number of elements of `κ`.

```lean
import Mathlib

open Matrix
open scoped ComplexOrder

namespace HighSpinOccupations

noncomputable section

variable {n κ : Type*} [Fintype n] [DecidableEq n] [Fintype κ] [DecidableEq κ]
```

Three conditions describe the electrons of one spin. No orbital has a negative occupation, $D\ge 0$; none holds more than one electron, $1-D\ge 0$; and the electrons number $\operatorname{tr}D=N$.

```lean
/-- A one-particle density matrix of a single spin: `0 ≤ D ≤ 1`, with trace the
number `N` of electrons of that spin. -/
structure IsSpinDensity (D : Matrix n n ℂ) (N : ℕ) : Prop where
  pos : D.PosSemidef
  pauli : (1 - D).PosSemidef
  trace_eq : D.trace = (N : ℂ)
```

The name `IsSpinDensity` refers to the density matrix of one spin, not to the difference $D_a-D_b$ that is usually meant by spin density. `PosSemidef` includes Hermiticity. The conditions concern each spin's matrix separately, and neither an $N$-electron wave function nor a spin operator appears: $S$ enters only through the reading of $N_a-N_b$.

A normalised orbital $v$ has occupation $\langle v,Dv\rangle$, which is real for Hermitian $D$.

```lean
/-- The occupation of the orbital `v` in the density matrix `D`, the real part of `⟨v, D v⟩`. -/
def occ (D : Matrix n n ℂ) (v : n → ℂ) : ℝ := (star v ⬝ᵥ (D *ᵥ v)).re
```

A family of orbitals is orthonormal when $\langle v_i,v_j\rangle=\delta_{ij}$. There is no overlap matrix, so density matrices given in a non-orthogonal atomic-orbital basis must first be transformed to an orthonormal basis.

```lean
/-- The orbitals `v i` are orthonormal. -/
def IsOrthonormal (v : κ → n → ℂ) : Prop :=
  ∀ i j, star (v i) ⬝ᵥ v j = if i = j then 1 else 0
```

The orbitals form the columns of a matrix $C$ with entries $C_{xi}=v_i(x)$.

```lean
/-- The coefficient matrix whose columns are the orbitals `v i`. -/
def coeff (v : κ → n → ℂ) : Matrix n κ ℂ := Matrix.of fun x i => v i x
```

The reference list, counted from $j=0$, is $2$ for $j<N_b$, then $1$ for $j<N_a$, then $0$.

```lean
/-- The occupation list with `Nb` twos, then ones up to position `Na`, then zeros. -/
def highSpinOcc (Na Nb j : ℕ) : ℕ := if j < Nb then 2 else if j < Na then 1 else 0
```

For $N_b\le N_a$ the reference list has total $N_a+N_b$. A list $l$ of occupations is then majorized by it when every set $s$ of orbitals satisfies
$$\sum_{i\in s}l_i\le\sum_{j<|s|}(\text{reference entry } j),$$
and the total is $N_a+N_b$. Asking this of every set replaces sorting $l$ in decreasing order, since the largest entries form one of the sets.

```lean
/-- For `Nb ≤ Na`, the occupations `l` are majorized by the high-spin list: any set of orbitals
holds at most what the equally many first entries of that list hold, and the total is `Na + Nb`. -/
def IsMajorized (l : n → ℝ) (Na Nb : ℕ) : Prop :=
  (∀ s : Finset n, ∑ i ∈ s, l i ≤ ((∑ j ∈ Finset.range s.card, highSpinOcc Na Nb j : ℕ) : ℝ)) ∧
    ∑ i, l i = (Na : ℝ) + Nb
```

## The population of a set of orbitals as a trace

The $(i,j)$ entry of $C^\dagger C$ is $\langle v_i,v_j\rangle$, so orthonormality means $C^\dagger C=1$.

```lean
omit [DecidableEq n] [Fintype κ] in
/-- Orthonormal orbitals have a coefficient matrix `C` with `C† C = 1`. -/
theorem coeff_orthonormal {v : κ → n → ℂ} (hv : IsOrthonormal v) :
    (coeff v)ᴴ * coeff v = 1 := by
  ext i j
  rw [Matrix.one_apply, ← hv i j]
  rfl
```

The $i$-th diagonal entry of $C^\dagger DC$ is $\langle v_i,Dv_i\rangle$. Summing over $i$ gives
$$\sum_i\langle v_i,Dv_i\rangle=\operatorname{tr}(C^\dagger DC).$$

```lean
omit [DecidableEq n] [DecidableEq κ] in
/-- The total occupation of a family of orbitals is the real part of `tr (C† D C)`. -/
theorem sum_occ (D : Matrix n n ℂ) (v : κ → n → ℂ) :
    ∑ i, occ D (v i) = ((coeff v)ᴴ * (D * coeff v)).trace.re := by
  rw [Matrix.trace, Complex.re_sum]
  rfl
```

## Two bounds for one spin

The holes in the chosen orbitals cannot be negative in number. Since $1-D\ge0$, also $C^\dagger(1-D)C\ge0$, and its trace gives
$$0\le\operatorname{tr}(C^\dagger C)-\operatorname{tr}(C^\dagger DC)=k-\operatorname{tr}(C^\dagger DC).$$

The population outside the chosen orbitals cannot be negative either. Let $P=CC^\dagger$ be the projector onto their span and $Q=1-P$. From $C^\dagger C=1$ follow $P^2=P$ and $P^\dagger=P$, hence $Q^2=Q$ and $Q^\dagger=Q$. Since $QDQ\ge0$, cyclicity of the trace gives
$$0\le\operatorname{tr}(QDQ)=\operatorname{tr}(QD)=\operatorname{tr}D-\operatorname{tr}(CC^\dagger D)=N-\operatorname{tr}(C^\dagger DC).$$

Together, the population is at most $\min(k,N)$.

```lean
/-- Orthonormal orbitals hold at most `min(k, N)` electrons of one spin, where `k` is the number of
orbitals and `D` is a density matrix of that spin with `N` electrons. -/
theorem spin_population_le {D : Matrix n n ℂ} {N : ℕ} (h : IsSpinDensity D N)
    {v : κ → n → ℂ} (hv : IsOrthonormal v) :
    ∑ i, occ D (v i) ≤ ((min (Fintype.card κ) N : ℕ) : ℝ) := by
  have hC := coeff_orthonormal hv
  rw [sum_occ, Nat.cast_min]
  apply le_min
  · -- Pauli bound: the holes in the chosen orbitals are nonnegative
    have hp := (h.pauli.conjTranspose_mul_mul_same (coeff v)).trace_nonneg
    rw [Matrix.mul_sub, Matrix.sub_mul, Matrix.mul_one, hC, Matrix.mul_assoc,
      Matrix.trace_sub, Matrix.trace_one] at hp
    have hr := (Complex.le_def.1 hp).1
    simp only [Complex.zero_re, Complex.sub_re, Complex.natCast_re] at hr
    linarith
  · -- electron count: the population outside the chosen orbitals is nonnegative
    obtain ⟨P, hP⟩ : ∃ P, P = coeff v * (coeff v)ᴴ := ⟨_, rfl⟩
    have hPP : P * P = P := by
      rw [hP, Matrix.mul_assoc, ← Matrix.mul_assoc (coeff v)ᴴ (coeff v), hC, Matrix.one_mul]
    have hPH : Pᴴ = P := by
      rw [hP, Matrix.conjTranspose_mul, Matrix.conjTranspose_conjTranspose]
    have hQQ : (1 - P) * (1 - P) = 1 - P := by
      have e : (1 - P) * (1 - P) = 1 - P - P + P * P := by noncomm_ring
      rw [e, hPP]
      abel
    have hp := (h.pos.conjTranspose_mul_mul_same (1 - P)).trace_nonneg
    rw [Matrix.conjTranspose_sub, Matrix.conjTranspose_one, hPH, Matrix.trace_mul_cycle, hQQ,
      Matrix.sub_mul, Matrix.one_mul, Matrix.trace_sub, hP, Matrix.trace_mul_cycle,
      Matrix.trace_mul_comm (D * coeff v), h.trace_eq] at hp
    have hr := (Complex.le_def.1 hp).1
    simp only [Complex.zero_re, Complex.sub_re, Complex.natCast_re] at hr
    linarith
```

`le_min` splits the goal into these two inequalities. In both, `conjTranspose_mul_mul_same` supplies the positivity of the sandwiched matrix and `trace_nonneg` that of its trace. The rewrites then carry out the trace algebra above, with `hPP`, `hPH` and `hQQ` recording the projector identities, and `linarith` rearranges the real part.

The second bound needs $D\ge0$. The matrix $D=\operatorname{diag}(1,1,-1)$ satisfies $1-D\ge0$ and has trace 1, yet its first two orbitals hold 2 electrons, more than $\min(2,1)=1$. The negative occupation of the third orbital pays for the excess.

## Adding the spins

Occupation is linear in the density matrix, so
$$\langle v_i,(D_a+D_b)v_i\rangle=\langle v_i,D_av_i\rangle+\langle v_i,D_bv_i\rangle.$$
Summing over $i$ and applying the one-spin bound twice gives $\min(k,N_a)+\min(k,N_b)$. This step does not need $N_b\le N_a$.

```lean
/-- If `Da` and `Db` are density matrices of a single spin with `Na` and `Nb` electrons, any `k`
orthonormal spatial orbitals hold at most `min(k, Na) + min(k, Nb)` electrons. -/
theorem population_le {Da Db : Matrix n n ℂ} {Na Nb : ℕ} (ha : IsSpinDensity Da Na)
    (hb : IsSpinDensity Db Nb) {v : κ → n → ℂ} (hv : IsOrthonormal v) :
    ∑ i, occ (Da + Db) (v i) ≤
      ((min (Fintype.card κ) Na + min (Fintype.card κ) Nb : ℕ) : ℝ) := by
  have e : ∀ i, occ (Da + Db) (v i) = occ Da (v i) + occ Db (v i) := fun i => by
    simp only [occ, Matrix.add_mulVec, dotProduct_add, Complex.add_re]
  rw [Finset.sum_congr rfl fun i _ => e i, Finset.sum_add_distrib, Nat.cast_add]
  exact add_le_add (spin_population_le ha hv) (spin_population_le hb hv)
```

## From populations to majorization

For $N_b\le N_a$, the reference entry at position $k$ is 2 if $k<N_b$, 1 if $N_b\le k<N_a$, and 0 otherwise. That is exactly the increase of $\min(k,N_a)+\min(k,N_b)$ when $k$ becomes $k+1$. Both sides vanish at $k=0$, so by induction
$$\sum_{j<k}(\text{reference entry } j)=\min(k,N_a)+\min(k,N_b).$$

```lean
/-- For `Nb ≤ Na`, the first `k` entries of the high-spin list sum to
`min(k, Na) + min(k, Nb)`. -/
theorem sum_highSpinOcc {Na Nb : ℕ} (hab : Nb ≤ Na) (k : ℕ) :
    ∑ j ∈ Finset.range k, highSpinOcc Na Nb j = min k Na + min k Nb := by
  induction k with
  | zero => simp
  | succ k ih =>
    rw [Finset.sum_range_succ, ih]
    unfold highSpinOcc
    split_ifs <;> omega
```

`split_ifs` separates the three cases, and `omega` settles the integer arithmetic in each.

Now let the $v_i$ be a complete orthonormal set of natural orbitals, $(D_a+D_b)v_i=l_iv_i$. Then $\langle v_i,(D_a+D_b)v_i\rangle=l_i$. Any subset $s$ of them is again orthonormal, so
$$\sum_{i\in s}l_i\le\min(|s|,N_a)+\min(|s|,N_b),$$
which is the required partial sum. For the complete set $C$ is square, so $C^\dagger C=1$ implies $CC^\dagger=1$, and
$$\sum_il_i=\operatorname{tr}(C^\dagger(D_a+D_b)C)=\operatorname{tr}(D_a+D_b)=N_a+N_b.$$

```lean
/-- For `Nb ≤ Na`, the occupations `l` of a complete orthonormal set of natural orbitals of
`Da + Db` are majorized by `Nb` twos and `Na - Nb` ones, if `Da` and `Db` are density matrices of a
single spin with `Na` and `Nb` electrons. -/
theorem natural_occupations_majorized {Da Db : Matrix n n ℂ} {Na Nb : ℕ} (hab : Nb ≤ Na)
    (ha : IsSpinDensity Da Na) (hb : IsSpinDensity Db Nb) {v : n → n → ℂ}
    (hv : IsOrthonormal v) {l : n → ℝ}
    (hl : ∀ i, (Da + Db) *ᵥ v i = (l i : ℂ) • v i) : IsMajorized l Na Nb := by
  have hocc : ∀ i, occ (Da + Db) (v i) = l i := fun i => by
    rw [occ, hl, dotProduct_smul, hv i i]
    simp
  constructor
  · intro s
    have hs : IsOrthonormal (fun i : s => v i) := fun i j => by
      rw [hv]
      simp only [Subtype.ext_iff]
    have e : ∑ i : s, occ (Da + Db) (v i) = ∑ i ∈ s, l i := by
      rw [← Finset.sum_coe_sort s l]
      exact Finset.sum_congr rfl fun i _ => hocc i
    have h := population_le ha hb hs
    rw [Fintype.card_coe, e] at h
    rw [sum_highSpinOcc hab]
    exact h
  · -- a complete set of orbitals carries the whole trace
    rw [← Finset.sum_congr rfl fun i _ => hocc i, sum_occ, Matrix.trace_mul_comm,
      Matrix.mul_assoc, mul_eq_one_comm.1 (coeff_orthonormal hv), Matrix.mul_one,
      Matrix.trace_add, ha.trace_eq, hb.trace_eq]
    simp
```

In Lean, `v : n → n → ℂ` has as many orbitals as basis functions, which makes the set complete. The eigenvalue equations are the hypothesis `hl`; a Hermitian matrix always has such a basis. The equality `hocc` identifies occupations with eigenvalues, and `constructor` separates the subset bounds from the total.

The theorem gives a necessary condition within the $N$-representability problem: it leads from the density matrices to majorized occupations, and leaves open which majorized lists arise. In electronic-structure work with fixed integer spin populations and a finite orthonormal basis, it can serve as a consistency test for computed open-shell natural occupations.

## Three electrons in three orbitals

Diagonal matrices provide examples with fractional occupations. If $0\le a_i\le1$ and $\sum_ia_i=N$, then $D=\operatorname{diag}(a_i)$ has nonnegative diagonal entries, so does $1-D=\operatorname{diag}(1-a_i)$, and $\operatorname{tr}D=N$.

```lean
/-- Orbital occupations between 0 and 1 with sum `N` form a diagonal density matrix of one spin. -/
theorem diagonal_isSpinDensity (a : n → ℝ) {N : ℕ} (h : ∀ i, 0 ≤ a i ∧ a i ≤ 1)
    (hN : ∑ i, a i = N) : IsSpinDensity (diagonal fun i => (a i : ℂ)) N := by
  refine ⟨Matrix.posSemidef_diagonal_iff.2 fun i => by exact_mod_cast (h i).1, ?_, ?_⟩
  · rw [← Matrix.diagonal_one, Matrix.diagonal_sub]
    refine Matrix.posSemidef_diagonal_iff.2 fun i => ?_
    have h1 : (0 : ℝ) ≤ 1 - a i := by linarith [(h i).2]
    exact_mod_cast h1
  · rw [Matrix.trace_diagonal]
    exact_mod_cast hN
```

Take
$$D_a=\operatorname{diag}(1,\tfrac12,\tfrac12),\qquad D_b=\operatorname{diag}(\tfrac12,\tfrac12,0),$$
with $N_a=2$ and $N_b=1$. The spatial occupations are $\tfrac32,1,\tfrac12$, and the reference list is $2,1,0$. The largest partial sums compare as
$$\tfrac32\le2,\qquad \tfrac52\le3,\qquad 3=3.$$
An orbital that is not natural obeys the bound as well: $v=(1,1,0)/\sqrt2$ has occupation $\tfrac12(\tfrac32+1)=\tfrac54\le2$.

The last theorem confirms that these two matrices satisfy the density-matrix conditions with two and one electrons.

```lean
/-- In three orbitals, the occupations `1, 1/2, 1/2` and `1/2, 1/2, 0` give diagonal density
matrices of a single spin, with two and one electrons respectively. -/
theorem isSpinDensity_witness :
    IsSpinDensity (diagonal fun i => ((![1, 1 / 2, 1 / 2] : Fin 3 → ℝ) i : ℂ)) 2 ∧
      IsSpinDensity (diagonal fun i => ((![1 / 2, 1 / 2, 0] : Fin 3 → ℝ) i : ℂ)) 1 := by
  constructor
  · exact diagonal_isSpinDensity ![1, 1 / 2, 1 / 2]
      (by intro i; fin_cases i <;> norm_num) (by norm_num [Fin.sum_univ_succ])
  · exact diagonal_isSpinDensity ![1 / 2, 1 / 2, 0]
      (by intro i; fin_cases i <;> norm_num) (by norm_num [Fin.sum_univ_succ])

end

end HighSpinOccupations
```

```lean
#print axioms HighSpinOccupations.natural_occupations_majorized
```

```
'HighSpinOccupations.natural_occupations_majorized' depends on axioms: [propext, Classical.choice, Quot.sound]
```
